# A real symmetric Hessian has independent directions in which its quadratic form is a sum of selected eigenvalues times squared amplitudes

Take a finite real symmetric matrix `A`, read as the Hessian of an energy, fix an orthonormal basis of its eigenvectors, and select any of the basis vectors by a condition `p` on their indices. `exists_modes` states that there is a matrix `E` which sends different amplitude vectors `c` to different steps `E *ᵥ c`, and that the quadratic form of `A` on such a step is the sum of the selected eigenvalues, each times its squared amplitude. The statement does not say that the columns of `E` are eigenvectors; that comes from the construction in the proof. The proof takes the selected eigenvectors as the columns of `E`, shows `Eᵀ * E = 1`, and uses the eigenvalue equation `hAE` to reduce the quadratic form to a diagonal one.

The failing Lean file:

```lean
import Mathlib

open Matrix Module

namespace ExistsModes

variable {n m : Type*} [Fintype n] [DecidableEq n] [Fintype m] [DecidableEq m]

omit [DecidableEq n] [DecidableEq m] in
/-- The curvature of the constrained Hessian along `y` is the curvature of the full Hessian
along the rotation `V y`. -/
theorem constrained_curvature (H : Matrix n n ℝ) (V : Matrix n m ℝ) (y : m → ℝ) :
    y ⬝ᵥ (Vᵀ * H * V) *ᵥ y = (V *ᵥ y) ⬝ᵥ H *ᵥ (V *ᵥ y) := by
  rw [← Matrix.mulVec_mulVec, ← Matrix.mulVec_mulVec, Matrix.dotProduct_mulVec y,
    Matrix.vecMul_transpose]

omit [DecidableEq n] in
/-- Orthonormal columns are linearly independent: distinct amplitudes `y` give distinct steps `V y`.
-/
theorem injective_of_orthonormal {V : Matrix n m ℝ} (hV : Vᵀ * V = 1) :
    Function.Injective V.mulVec := by
  intro x y h
  have h' : Vᵀ *ᵥ (V *ᵥ x) = Vᵀ *ᵥ (V *ᵥ y) := congrArg (fun z => Vᵀ *ᵥ z) h
  rwa [Matrix.mulVec_mulVec, Matrix.mulVec_mulVec, hV, Matrix.one_mulVec,
    Matrix.one_mulVec] at h'

/-- Any selection `p` of normal modes gives independent directions along which the curvature is
the sum of the eigenvalues times the squared amplitudes. -/
theorem exists_modes {A : Matrix n n ℝ} (hA : A.IsHermitian) (p : n → Prop) [DecidablePred p] :
    ∃ E : Matrix n {j // p j} ℝ, Function.Injective E.mulVec ∧
      ∀ c, (E *ᵥ c) ⬝ᵥ A *ᵥ (E *ᵥ c) = ∑ j, hA.eigenvalues j.1 * c j ^ 2 := by
  let E : Matrix n {j // p j} ℝ := Matrix.of fun i j => (hA.eigenvectorBasis j.1).ofLp i
  -- the selected eigenvectors are orthonormal
  have hE : Eᵀ * E = 1 := by
    ext j k
    have h := orthonormal_iff_ite.mp hA.eigenvectorBasis.orthonormal j.1 k.1
    rw [PiLp.inner_apply] at h
    have hs : (Eᵀ * E) j k = if j.1 = k.1 then 1 else 0 := by
      refine Eq.trans ?_ h
      rw [Matrix.mul_apply]
      refine Finset.sum_congr rfl fun i _ => ?_
      simp [E, mul_comm]
    rw [hs]
    by_cases hjk : j = k
    · subst hjk
      simp
    · have hne : j.1 ≠ k.1 := fun e => hjk (Subtype.ext e)
      rw [if_neg hne, Matrix.one_apply_ne hjk]
  -- the eigenvalue equation, column by column
  have hAE : A * E = E * diagonal (fun j => hA.eigenvalues j.1) := by
    ext i j
    have h := congrFun (hA.mulVec_eigenvectorBasis j.1) i
    rw [Matrix.mul_diagonal, mul_comm (E i j)]
    exact h
  refine ⟨E, injective_of_orthonormal hE, fun c => ?_⟩
  rw [← constrained_curvature, Matrix.mul_assoc, hAE, ← Matrix.mul_assoc, hE, Matrix.one_mul]
  simp only [dotProduct, Matrix.mulVec_diagonal]
  exact Finset.sum_congr rfl fun j _ => by ring

end ExistsModes
```

The compiler's answer:

```
Main.lean:53:8: error: Tactic `rewrite` failed: Did not find an occurrence of the pattern
  (?M * diagonal ?d) ?i ?j
in the target expression
  (A * E) i j = (E * diagonal fun j => hA.eigenvalues ↑j) i j

n : Type u_1
inst✝² : Fintype n
inst✝¹ : DecidableEq n
A : Matrix n n ℝ
hA : A.IsHermitian
p : n → Prop
inst✝ : DecidablePred p
E : Matrix n { j // p j } ℝ := of fun i j => (hA.eigenvectorBasis ↑j).ofLp i
hE : Eᵀ * E = 1
i : n
j : { j // p j }
h : (A *ᵥ (hA.eigenvectorBasis ↑j).ofLp) i = (hA.eigenvalues ↑j • (hA.eigenvectorBasis ↑j).ofLp) i
⊢ (A * E) i j = (E * diagonal fun j => hA.eigenvalues ↑j) i j

Note: The target expression is not type-correct under the `implicit` transparency level, which may have triggered the failure. This is usually caused by unfolding of semireducible definitions in prior tactic steps. Use `set_option linter.tacticCheckInstances true` to investigate the source of the issue.
Full error:
  function expected
    (A * E) i
Main.lean:56:54: error: Tactic `rewrite` failed: Did not find an occurrence of the pattern
  ?L * (?M * ?N)
in the target expression
  c ⬝ᵥ (Eᵀ * (E * diagonal fun j => hA.eigenvalues ↑j)) *ᵥ c = ∑ j, hA.eigenvalues ↑j * c j ^ 2

n : Type u_1
inst✝² : Fintype n
inst✝¹ : DecidableEq n
A : Matrix n n ℝ
hA : A.IsHermitian
p : n → Prop
inst✝ : DecidablePred p
E : Matrix n { j // p j } ℝ := of fun i j => (hA.eigenvectorBasis ↑j).ofLp i
hE : Eᵀ * E = 1
hAE : A * E = E * diagonal fun j => hA.eigenvalues ↑j
c : { j // p j } → ℝ
⊢ c ⬝ᵥ (Eᵀ * (E * diagonal fun j => hA.eigenvalues ↑j)) *ᵥ c = ∑ j, hA.eigenvalues ↑j * c j ^ 2

Note: The target expression is not type-correct under the `implicit` transparency level, which may have triggered the failure. This is usually caused by unfolding of semireducible definitions in prior tactic steps. Use `set_option linter.tacticCheckInstances true` to investigate the source of the issue.
Full error:
  Application type mismatch: The argument
    CStarMatrix.instHMulOfFintypeOfMulOfAddCommMonoid
  has type
    HMul (CStarMatrix n { j // p j } ℝ) (CStarMatrix { j // p j } { j // p j } ℝ) (CStarMatrix n { j // p j } ℝ)
  but is expected to have type
    HMul (Matrix n { j // p j } ℝ) (Matrix { j // p j } { j // p j } ℝ) (Matrix n { j // p j } ℝ)
  in the application
    @HMul.hMul (Matrix n { j // p j } ℝ) (Matrix { j // p j } { j // p j } ℝ) (Matrix n { j // p j } ℝ)
      CStarMatrix.instHMulOfFintypeOfMulOfAddCommMonoid
```

Both errors come from the product on the right of `hAE`. As the second message shows, Lean read its `*` as the multiplication of `CStarMatrix`, a type synonym of `Matrix` in Mathlib with its own instances, though the factors are of type `Matrix`. The statement gave neither the type of `j` in the diagonal nor the type of the diagonal matrix.

`Matrix.mul_diagonal` and `Matrix.mul_assoc` are about the multiplication of `Matrix`. The first therefore finds no match inside the proof of `hAE`, and the second finds none after `hAE` has carried the wrong product into the main goal, although the printed expressions look right.

The repair gives `j` the type `{j // p j}` and marks the diagonal as a `Matrix` over that index type. With these types stated, Lean chooses the ordinary matrix product, and both rewrites work as they stand.

This version goes through:

```diff
@@ -48,5 +48,6 @@
       rw [if_neg hne, Matrix.one_apply_ne hjk]
   -- the eigenvalue equation, column by column
-  have hAE : A * E = E * diagonal (fun j => hA.eigenvalues j.1) := by
+  have hAE : A * E = E * (diagonal (fun j : {j // p j} => hA.eigenvalues j.1) :
+      Matrix {j // p j} {j // p j} ℝ) := by
     ext i j
     have h := congrFun (hA.mulVec_eigenvectorBasis j.1) i
```
